# A linear qubit map is positive and trace preserving exactly when it acts on Bloch vectors as a real affine map of the unit ball into itself

## Is it enough that no Bloch vector leaves the ball?

A qubit with its Bloch vector on the $z$ axis has populations $(1+z)/2$ and $(1-z)/2$. If my noise model sends $z$ to $z/2+3/4$, the state $z=1$ ends at $5/4$ and one population becomes $-1/8$, so the model is wrong. In three dimensions I have a matrix $M$ and a shift $c$, and I can check that $r\mapsto Mr+c$ keeps the unit ball inside itself. Does that guarantee that every positive matrix stays positive? Transposing the density matrix only reflects the ball, so it passes my check, yet I am told that it is not a physical channel. What does the check miss?

## Enough for one qubit alone, not for a qubit with an entangled partner

For a complex-linear map $\Phi$ on $2\times2$ matrices, your check is equivalent to preserving the trace and positivity of matrices of that one qubit. It misses what happens when the qubit is entangled with something else.

**Positivity is the ball.** Number the $x,y,z$ components $0,1,2$, let $\sigma_j$ be the Pauli matrices, and put
$$\rho(r)=\tfrac12\Big(1+\sum_j r_j\sigma_j\Big)=\tfrac12\begin{pmatrix}1+r_2 & r_0-ir_1\\ r_0+ir_1 & 1-r_2\end{pmatrix}.$$
Its trace is 1 and its determinant is
$$d=\frac{(1-r_2^2)-(r_0^2+r_1^2)}{4}=\frac{1-r\cdot r}{4}.$$
A positive semidefinite matrix has $d\ge0$, hence $r\cdot r\le1$. Conversely, Cayley–Hamilton gives $\rho^2-\rho+d\,1=0$. Since $\rho$ is Hermitian, $\rho=\rho^\dagger\rho+d\,1$, which is a sum of two positive semidefinite terms when $r\cdot r\le1$.

**Every positive matrix is a scaled state.** A Hermitian $A$ of trace one equals $\rho(r)$ with $r_0=2\,\mathrm{Re}A_{10}$, $r_1=2\,\mathrm{Im}A_{10}$ and $r_2=A_{00}-A_{11}$. If $A$ is positive semidefinite with trace $t>0$, then $A/t$ is such a matrix and is positive, so $A=t\rho(r)$ with $r$ in the ball. If $t=0$, then $A=0$.

**From $\Phi$ to $M$ and $c$.** Let $\Phi$ preserve trace and positivity, and let $e_j$ be the unit vectors. The images of $\rho(0)$ and $\rho(e_j)$ are positive with trace one, so they are $\rho(c)$ and $\rho(m_j)$ for real vectors $c$ and $m_j$. Set $M_{ij}=(m_j)_i-c_i$. Because $\rho(r)=\rho(0)+\sum_j r_j[\rho(e_j)-\rho(0)]$, linearity gives
$$\Phi(\rho(r))=\rho(c)+\sum_j r_j[\rho(m_j)-\rho(c)]=\rho(Mr+c).$$
If $r$ is in the ball, this matrix is positive, so $Mr+c$ is in the ball too.

**From $M$ and $c$ back to $\Phi$.** Since $\rho(e_j)-\rho(0)=\sigma_j/2$, any matrix, Hermitian or not, expands as
$$A=\mathrm{tr}(A)\,\rho(0)+\sum_j\mathrm{tr}(\sigma_jA)\,[\rho(e_j)-\rho(0)].$$
Under $\Phi$, each $\rho$ goes to another matrix of trace one. The differences therefore contribute no trace, and $\mathrm{tr}\,\Phi(A)=\mathrm{tr}A$. If $A$ is positive, write $A=t\rho(r)$ as above. Then $\Phi(A)=t\rho(Mr+c)$, which is positive by the ball condition.

The pair $(M,c)$ is unique, because $\rho(r)$ determines $r$: setting $r=0$ gives $c$, and $r=e_j$ then gives column $j$ of $M$.

**What transposition shows.** Only $\sigma_1$ changes sign under transposition, so $M=\mathrm{diag}(1,-1,1)$ and $c=0$. The Choi matrix $C=\sum_{ij}E_{ij}\otimes\Phi(E_{ij})$, with $E_{ij}$ the matrix units, is then the swap of two qubits. On the normalised singlet $(|01\rangle-|10\rangle)/\sqrt2$ its expectation value is $-1$. Physically, transposing one half of the maximally entangled pair $(|00\rangle+|11\rangle)/\sqrt2$ produces $C/2$, which would assign the singlet a probability of $-1/2$.

**Why trace preservation is required.** The map $\Phi(A)=2A$ preserves positivity, but it sends every $\rho(r)$ to a matrix of trace 2. No $M$ and $c$ can describe that, so positivity alone does not give a Bloch action.

Here is the Lean version.

```lean
import Mathlib

open Matrix
open scoped ComplexOrder

namespace BlochBallMaps

noncomputable section

/-- The three Pauli matrices, in the order x, y, z. -/
def pauli : Fin 3 → Matrix (Fin 2) (Fin 2) ℂ :=
  ![!![0, 1; 1, 0], !![0, -Complex.I; Complex.I, 0], !![1, 0; 0, -1]]

/-- The matrix `(1 + r·σ)/2` with real Bloch vector `r`. -/
def density (r : Fin 3 → ℝ) : Matrix (Fin 2) (Fin 2) ℂ :=
  (1 / 2 : ℂ) • (1 + ∑ i, (r i : ℂ) • pauli i)

/-- The linear map `Φ` acts on Bloch vectors as `r ↦ M r + c`. -/
def BlochAction (Φ : Matrix (Fin 2) (Fin 2) ℂ →ₗ[ℂ] Matrix (Fin 2) (Fin 2) ℂ)
    (M : Matrix (Fin 3) (Fin 3) ℝ) (c : Fin 3 → ℝ) : Prop :=
  ∀ r, Φ (density r) = density (M *ᵥ r + c)

/-- The Choi matrix of `Φ`, whose blocks are the images of the matrix units. -/
def choi (Φ : Matrix (Fin 2) (Fin 2) ℂ →ₗ[ℂ] Matrix (Fin 2) (Fin 2) ℂ) :
    Matrix (Fin 2 × Fin 2) (Fin 2 × Fin 2) ℂ :=
  Matrix.of fun p q => Φ (Matrix.single p.1 q.1 1) p.2 q.2

/-- The entries of `(1 + r·σ)/2`. -/
theorem density_eq (r : Fin 3 → ℝ) : density r =
    !![(1 + (r 2 : ℂ)) / 2, ((r 0 : ℂ) - r 1 * Complex.I) / 2;
       ((r 0 : ℂ) + r 1 * Complex.I) / 2, (1 - (r 2 : ℂ)) / 2] := by
  ext i j
  fin_cases i <;> fin_cases j <;>
    simp [density, pauli, Fin.sum_univ_three] <;> ring

/-- The matrix `(1 + r·σ)/2` is positive semidefinite exactly when `r` lies in the
closed unit ball. -/
theorem density_posSemidef_iff (r : Fin 3 → ℝ) :
    (density r).PosSemidef ↔ r ⬝ᵥ r ≤ 1 := by
  constructor
  · intro h
    -- the determinant is (1 - r·r)/4
    have hdet : (density r).det = (((1 - r ⬝ᵥ r) / 4 : ℝ) : ℂ) := by
      rw [density_eq, Matrix.det_fin_two_of]
      simp only [dotProduct, Fin.sum_univ_three]
      push_cast
      linear_combination ((r 1 : ℂ) ^ 2 / 4) * Complex.I_sq
    have h0 := h.det_nonneg
    rw [hdet, Complex.zero_le_real] at h0
    linarith
  · intro h
    have hH : (density r)ᴴ = density r := by
      rw [density_eq]
      ext i j
      fin_cases i <;> fin_cases j <;> apply Complex.ext <;> simp
    -- Cayley-Hamilton for trace one: ρ = ρ†ρ + det ρ
    have hCH : density r = (density r)ᴴ * density r
        + (((1 - r ⬝ᵥ r) / 4 : ℝ) : ℂ) • (1 : Matrix (Fin 2) (Fin 2) ℂ) := by
      rw [hH, density_eq]
      ext i j
      fin_cases i <;> fin_cases j <;> apply Complex.ext <;>
        simp [dotProduct, Fin.sum_univ_three] <;> ring
    rw [hCH]
    exact (Matrix.posSemidef_conjTranspose_mul_self _).add
      (Matrix.PosSemidef.one.smul (Complex.zero_le_real.2 (by linarith)))

/-- Every Hermitian 2×2 matrix of trace one has a real Bloch vector. -/
theorem exists_bloch_vector {A : Matrix (Fin 2) (Fin 2) ℂ} (hA : A.IsHermitian)
    (ht : A.trace = 1) : ∃ r, A = density r := by
  refine ⟨![2 * (A 1 0).re, 2 * (A 1 0).im, (A 0 0).re - (A 1 1).re], ?_⟩
  have h00 := congrArg Complex.im (hA.apply 0 0)
  have h11 := congrArg Complex.im (hA.apply 1 1)
  have hre := congrArg Complex.re (hA.apply 0 1)
  have him := congrArg Complex.im (hA.apply 0 1)
  have htr := congrArg Complex.re ht
  simp only [Complex.star_def, Complex.conj_im, Complex.conj_re] at h00 h11 hre him
  simp only [Matrix.trace_fin_two, Complex.add_re, Complex.one_re] at htr
  rw [density_eq]
  ext i j
  fin_cases i <;> fin_cases j <;> apply Complex.ext <;> simp <;> linarith

/-- Every positive semidefinite 2×2 matrix is a nonnegative multiple of a matrix
`(1 + r·σ)/2` with `r` in the closed unit ball. -/
theorem posSemidef_eq_smul_density {A : Matrix (Fin 2) (Fin 2) ℂ} (hA : A.PosSemidef) :
    ∃ t : ℝ, 0 ≤ t ∧ ∃ r : Fin 3 → ℝ, r ⬝ᵥ r ≤ 1 ∧ A = (t : ℂ) • density r := by
  obtain ⟨hre, him⟩ := Complex.nonneg_iff.1 hA.trace_nonneg
  have ht : A.trace = (A.trace.re : ℂ) := Complex.ext (by simp) (by simp [← him])
  by_cases h0 : A.trace.re = 0
  · have hz : A = 0 := hA.trace_eq_zero_iff.1 (by rw [ht, h0, Complex.ofReal_zero])
    exact ⟨0, le_rfl, 0, by simp, by simp [hz]⟩
  · -- normalise by the trace
    have hc : (A.trace.re : ℂ) ≠ 0 := Complex.ofReal_ne_zero.2 h0
    have hB : (((A.trace.re)⁻¹ : ℝ) : ℂ) • A |>.PosSemidef :=
      hA.smul (Complex.zero_le_real.2 (inv_nonneg.2 hre))
    obtain ⟨r, hr⟩ := exists_bloch_vector hB.isHermitian (by
      rw [Matrix.trace_smul, smul_eq_mul, Complex.ofReal_inv]
      nth_rewrite 2 [ht]
      exact inv_mul_cancel₀ hc)
    refine ⟨A.trace.re, hre, r, (density_posSemidef_iff r).1 (hr ▸ hB), ?_⟩
    rw [← hr, smul_smul, Complex.ofReal_inv, mul_inv_cancel₀ hc, one_smul]

/-- The matrix `(1 + r·σ)/2` depends affinely on its Bloch vector. -/
theorem density_affine (m : Fin 3 → Fin 3 → ℝ) (c r : Fin 3 → ℝ) :
    density ((Matrix.of fun i j => m j i - c i) *ᵥ r + c) =
      density c + ∑ j, (r j : ℂ) • (density (m j) - density c) := by
  simp only [density_eq, Fin.sum_univ_three]
  ext i j
  fin_cases i <;> fin_cases j <;>
    simp [Matrix.mulVec, dotProduct, Fin.sum_univ_three] <;> ring

/-- Any 2×2 matrix is fixed by its trace and its traces against the Pauli matrices. -/
theorem pauli_expansion (A : Matrix (Fin 2) (Fin 2) ℂ) :
    A = A.trace • density 0 +
      ∑ j, (pauli j * A).trace • (density (Pi.single j 1) - density 0) := by
  simp only [density_eq, Fin.sum_univ_three]
  ext i j
  fin_cases i <;> fin_cases j <;> apply Complex.ext <;>
    simp [pauli, Matrix.trace_fin_two, Matrix.vecMul, dotProduct, Fin.sum_univ_two] <;> ring

/-- A complex-linear map on 2×2 matrices preserves the trace and positive semidefiniteness
if and only if it acts on Bloch vectors as a real affine map `r ↦ M r + c` that sends the
closed unit ball into itself. -/
theorem positive_tracePreserving_iff
    (Φ : Matrix (Fin 2) (Fin 2) ℂ →ₗ[ℂ] Matrix (Fin 2) (Fin 2) ℂ) :
    ((∀ A, (Φ A).trace = A.trace) ∧ ∀ A, A.PosSemidef → (Φ A).PosSemidef) ↔
      ∃ (M : Matrix (Fin 3) (Fin 3) ℝ) (c : Fin 3 → ℝ), BlochAction Φ M c ∧
        ∀ r, r ⬝ᵥ r ≤ 1 → (M *ᵥ r + c) ⬝ᵥ (M *ᵥ r + c) ≤ 1 := by
  have trace_density : ∀ r, (density r).trace = 1 := fun r => by
    rw [density_eq, Matrix.trace_fin_two_of]
    ring
  constructor
  · rintro ⟨htr, hpos⟩
    have key : ∀ r : Fin 3 → ℝ, r ⬝ᵥ r ≤ 1 → ∃ s, Φ (density r) = density s := fun r hr =>
      exists_bloch_vector (hpos _ ((density_posSemidef_iff r).2 hr)).isHermitian
        (by rw [htr, trace_density])
    -- the images of the centre and of three pure states fix c and M
    obtain ⟨c, hc⟩ := key 0 (by simp)
    choose m hm using fun i : Fin 3 => key (Pi.single i 1) (by simp)
    have hact : BlochAction Φ (Matrix.of fun i j => m j i - c i) c := by
      intro r
      have hone : (Matrix.of fun i j => (Pi.single j 1 : Fin 3 → ℝ) i - (0 : Fin 3 → ℝ) i)
          *ᵥ r + 0 = r := by
        ext i
        fin_cases i <;> simp [Matrix.mulVec, dotProduct, Pi.single_apply]
      have h1 : density r = density 0 +
          ∑ j, (r j : ℂ) • (density (Pi.single j 1) - density 0) :=
        (congrArg density hone.symm).trans (density_affine (fun j => Pi.single j 1) 0 r)
      rw [h1, density_affine]
      simp only [map_add, map_sum, map_smul, map_sub, hc, hm]
    refine ⟨_, c, hact, fun r hr => (density_posSemidef_iff _).1 ?_⟩
    rw [← hact r]
    exact hpos _ ((density_posSemidef_iff r).2 hr)
  · rintro ⟨M, c, hact, hball⟩
    have hact' : ∀ r, Φ (density r) = density (M *ᵥ r + c) := hact
    constructor
    · intro A
      have h := congrArg (fun B => (Φ B).trace) (pauli_expansion A)
      simpa only [map_add, map_sum, map_smul, map_sub, hact', Matrix.trace_add,
        Matrix.trace_sum, Matrix.trace_smul, Matrix.trace_sub, trace_density, sub_self,
        smul_zero, mul_zero, Finset.sum_const_zero, add_zero, smul_eq_mul, mul_one] using h
    · intro A hA
      obtain ⟨t, ht, r, hr, rfl⟩ := posSemidef_eq_smul_density hA
      rw [map_smul, hact']
      exact ((density_posSemidef_iff _).2 (hball r hr)).smul (Complex.zero_le_real.2 ht)

/-- The matrix `M` and the shift `c` of a Bloch-vector action are unique. -/
theorem blochAction_unique {Φ : Matrix (Fin 2) (Fin 2) ℂ →ₗ[ℂ] Matrix (Fin 2) (Fin 2) ℂ}
    {M M' : Matrix (Fin 3) (Fin 3) ℝ} {c c' : Fin 3 → ℝ}
    (h : BlochAction Φ M c) (h' : BlochAction Φ M' c') : M = M' ∧ c = c' := by
  have inj : ∀ r s, density r = density s → r = s := by
    intro r s hrs
    have hx := congrArg (fun A => (A 1 0).re) hrs
    have hy := congrArg (fun A => (A 1 0).im) hrs
    have hz := congrArg (fun A => (A 0 0).re) hrs
    simp [density_eq] at hx hy hz
    ext i
    fin_cases i <;> simp <;> linarith
  have hr : ∀ r, M *ᵥ r + c = M' *ᵥ r + c' := fun r => inj _ _ ((h r).symm.trans (h' r))
  have hc : c = c' := by simpa using hr 0
  subst hc
  refine ⟨?_, rfl⟩
  ext i j
  simpa using congrFun (hr (Pi.single j 1)) i

/-- Transposition reflects the y component of the Bloch vector. -/
theorem transpose_blochAction :
    BlochAction (Matrix.transposeLinearEquiv (Fin 2) (Fin 2) ℂ ℂ).toLinearMap
      (Matrix.diagonal ![1, -1, 1]) 0 := by
  intro r
  simp only [density_eq]
  ext i j
  fin_cases i <;> fin_cases j <;> simp [Matrix.mulVec_diagonal]
  ring

/-- The Choi matrix of transposition is not positive semidefinite. -/
theorem transpose_choi_not_posSemidef :
    ¬ (choi (Matrix.transposeLinearEquiv (Fin 2) (Fin 2) ℂ ℂ).toLinearMap).PosSemidef := by
  intro h
  -- test on the antisymmetric vector
  have h1 := h.dotProduct_mulVec_nonneg
    (fun p => if p = (0, 1) then 1 else if p = (1, 0) then -1 else 0)
  have h2 := (Complex.nonneg_iff.1 h1).1
  norm_num [choi, dotProduct, Matrix.mulVec, Fintype.sum_prod_type, Fin.sum_univ_two,
    Matrix.single_apply] at h2

end

end BlochBallMaps
```

```lean
#print axioms BlochBallMaps.positive_tracePreserving_iff
#print axioms BlochBallMaps.blochAction_unique
#print axioms BlochBallMaps.transpose_blochAction
#print axioms BlochBallMaps.transpose_choi_not_posSemidef
```

```
'BlochBallMaps.positive_tracePreserving_iff' depends on axioms: [propext, Classical.choice, Quot.sound]
'BlochBallMaps.blochAction_unique' depends on axioms: [propext, Classical.choice, Quot.sound]
'BlochBallMaps.transpose_blochAction' depends on axioms: [propext, Classical.choice, Quot.sound]
'BlochBallMaps.transpose_choi_not_posSemidef' depends on axioms: [propext, Classical.choice, Quot.sound]
```

### Reading the Lean statement as physics

The main theorem, `positive_tracePreserving_iff`, takes a complex-linear `Φ`. Its left side says that `Φ` preserves the trace of every matrix and sends each `PosSemidef` matrix to a `PosSemidef` matrix; this predicate includes being Hermitian. Its right side says that a real matrix `M` and a real vector `c` exist, with `BlochAction Φ M c` and the ball condition.

`density r` is $\rho(r)$ for any real `r`, so despite its name it is a density matrix only inside the ball. `BlochAction` requires the affine rule for all real vectors, not only for those of physical states. The ball is written `r ⬝ᵥ r ≤ 1`, which makes it the Euclidean ball; Mathlib's default norm on `Fin 3 → ℝ` is the largest absolute value of a component and would describe a cube. `choi` is unnormalised: for a trace-preserving map its trace is 2.

In single-qubit noise modelling and process tomography, the equivalence turns positivity of a linear, trace-preserving map into a geometric condition on the fitted $M$ and $c$, for a qubit considered without partners. Complete positivity, which entangled partners demand, is a stronger requirement. The step left to physics is describing the real process by one linear `Φ` on the qubit alone, which is justified when the qubit starts uncorrelated with its environment and the environment's initial state is the same for every input state of the qubit.

### The lemmas behind the equivalence

`density_eq` writes out the four entries of $\rho(r)$, and most later identities are checked entry by entry from it. In `density_posSemidef_iff`, `hdet` is the determinant formula and `hCH` is the Cayley–Hamilton identity. The second direction then adds the positive matrix $\rho^\dagger\rho$ to a nonnegative multiple of the identity.

`exists_bloch_vector` supplies the explicit vector given above and compares real and imaginary parts, with `linarith` using Hermiticity and the trace condition. `posSemidef_eq_smul_density` splits on whether the trace vanishes and otherwise divides by it.

`density_affine` is the affine identity for general `m` and `c`. The main theorem uses it twice: with the unit vectors and zero to expand `density r`, and with the image vectors to expand `density (M *ᵥ r + c)`. Then `map_add`, `map_sum`, `map_smul` and `map_sub` carry `Φ` through the first sum, and the two sides agree. The local statement `key` provides the Bloch vectors of the images, and `choose` collects the three vectors $m_j$.

For the converse, `pauli_expansion` gives trace preservation after `Φ` and the trace are applied to both sides. Positivity follows by substituting the scaled state from `posSemidef_eq_smul_density` and using the ball condition.

`blochAction_unique` first shows that `density` is injective, then evaluates at zero and at the unit vectors. `transpose_blochAction` compares entries. `transpose_choi_not_posSemidef` tests the Choi matrix on the unnormalised vector $|01\rangle-|10\rangle$, where the quadratic form is $-2$ instead of the normalised $-1$, and this contradicts positivity.
